# For non-negative absorption with finite first moment, ε(iξ) is nonincreasing and lies between 1 and 1 + ωp²/ξ²

To compute the van der Waals force between two slabs from Lifshitz theory, I start from an absorption spectrum \(\varepsilon_2(w)\), the imaginary part of the dielectric function at real frequency \(w\), and convert it to the dielectric function at imaginary frequency \(i\xi\):

\[
\varepsilon(i\xi) = 1 + \frac{2}{\pi}\int_0^\infty \frac{w\,\varepsilon_2(w)}{w^2+\xi^2}\,dw .
\]

However structured the spectrum is, the result is a smooth curve without peaks. I have been told that it never rises with \(\xi\), that it stays between \(1\) and \(1+\omega_p^2/\xi^2\), and that \(\xi^2(\varepsilon(i\xi)-1)\) tends to \(\omega_p^2\), where

\[
\omega_p^2 = \frac{2}{\pi}\int_0^\infty w\,\varepsilon_2(w)\,dw .
\]

Which assumptions on \(\varepsilon_2\) does this take? I would like to see a rigorous argument, checked by machine.

## Two assumptions suffice: no gain, and a finite first moment

Assume \(\varepsilon_2(w)\ge 0\) for \(w>0\), which says that the medium absorbs and does not amplify, and assume that \(g(w)=w\,\varepsilon_2(w)\) is integrable on \((0,\infty)\), which says that the total absorption strength is finite.

### Comparing integrands

For \(\xi>0\) and \(w>0\), dropping \(w^2\) from the denominator gives

\[
0\le \frac{g(w)}{w^2+\xi^2}\le\frac{g(w)}{\xi^2}.
\]

The right-hand side is integrable, so \(\varepsilon(i\xi)\) is finite. Integrating the inequalities and multiplying by \(2/\pi\) gives \(0\le\varepsilon(i\xi)-1\le\omega_p^2/\xi^2\).

If \(0<\xi\le\eta\), then \(g(w)/(w^2+\eta^2)\le g(w)/(w^2+\xi^2)\), and integration gives \(\varepsilon(i\eta)\le\varepsilon(i\xi)\).

For the limit, write

\[
\xi^2\big(\varepsilon(i\xi)-1\big)=\frac{2}{\pi}\int_0^\infty g(w)\,\frac{\xi^2}{w^2+\xi^2}\,dw,
\qquad \frac{\xi^2}{w^2+\xi^2}=1-\frac{w^2}{w^2+\xi^2}.
\]

The weight never exceeds one, and at fixed \(w\) it tends to one as \(\xi\to\infty\). Since \(|g|\) is an integrable bound, dominated convergence gives the limit \(\omega_p^2\).

Two refinements follow. For \(\xi<\eta\),

\[
\varepsilon(i\xi)-\varepsilon(i\eta)=\frac{2}{\pi}\int_0^\infty \frac{g(w)\,(\eta^2-\xi^2)}{(w^2+\xi^2)(w^2+\eta^2)}\,dw .
\]

If this vanishes, its non-negative integrand is zero almost everywhere, hence so is \(g\), and \(\omega_p^2=0\). So \(\omega_p^2>0\) makes the decrease strict. Moreover, if \(\varepsilon(i\xi)\le 1+C/\xi^2\) for all \(\xi>0\), then \(\xi^2(\varepsilon(i\xi)-1)\le C\), and the limit gives \(\omega_p^2\le C\). No smaller constant works in the upper bound.

A flat band, \(\varepsilon_2=c\) up to a cutoff \(a>0\) and zero above, can be integrated exactly:

\[
\omega_p^2=\frac{2}{\pi}\,\frac{c\,a^2}{2}=\frac{c\,a^2}{\pi},\qquad
\varepsilon(i\xi)=1+\frac{2c}{\pi}\left[\tfrac12\ln(w^2+\xi^2)\right]_0^a
=1+\frac{c}{\pi}\ln\!\left(1+\frac{a^2}{\xi^2}\right).
\]

### The physics in the Lean statement

The spectrum is a function `e2 : ℝ → ℝ`, of which only the values at positive frequency enter. `epsIm e2 ξ` is \(\varepsilon(i\xi)\); the `Im` refers to the imaginary axis, and the value is real. `plasmaSq e2` is \(\omega_p^2\). The hypothesis `he` excludes gain, and `hint` is the finite first moment. The docstrings call \(\varepsilon_2\) the loss spectrum; it is not the energy-loss function \(-\mathrm{Im}(1/\varepsilon)\) of electron spectroscopy.

The theorem `epsIm_main` has four parts: the integrand is integrable for every \(\xi>0\), `epsIm e2` is nonincreasing on the open half-line (`AntitoneOn`, with `Ioi 0` for \((0,\infty)\)), both bounds hold, and the limit holds. The first part carries the finiteness, because Lean assigns the value zero to the integral of a non-integrable function.

The Kramers-Kronig integral enters as the definition of \(\varepsilon(i\xi)\); it is not derived from causality. Likewise, \(\omega_p^2\) is defined by the first moment, and its identification with the electron density is the f-sum rule, which is physical input. The response is a scalar without wave-vector dependence, and the constant 1 is the vacuum value approached at high frequency. Since `e2` is an ordinary function, infinitely sharp lines (delta functions) are not covered. The point \(\xi=0\) is excluded, and there a conductor's \(\varepsilon\) diverges.

```lean
import Mathlib

open MeasureTheory Filter Topology Set

namespace ImaginaryAxisDielectric

noncomputable section

/-- The dielectric function at imaginary frequency `iξ`, for `ξ > 0`, computed from the loss
spectrum `e2` by the Kramers-Kronig integral. -/
def epsIm (e2 : ℝ → ℝ) (ξ : ℝ) : ℝ :=
  1 + 2 / Real.pi * ∫ w in Ioi (0 : ℝ), w * e2 w / (w ^ 2 + ξ ^ 2)

/-- The squared plasma frequency, defined by the first moment of the loss spectrum. -/
def plasmaSq (e2 : ℝ → ℝ) : ℝ :=
  2 / Real.pi * ∫ w in Ioi (0 : ℝ), w * e2 w

/-- A flat absorption band: constant loss `c` up to the cutoff frequency `a`, none above. -/
def bandLoss (c a : ℝ) : ℝ → ℝ := (Iic a).indicator (fun _ => c)

/-- If the first moment of the loss spectrum is finite, the Kramers-Kronig integrand is
integrable at every imaginary frequency `iξ` with `ξ > 0`. -/
theorem kernel_integrable {e2 : ℝ → ℝ} (hint : IntegrableOn (fun w => w * e2 w) (Ioi 0))
    {ξ : ℝ} (hξ : 0 < ξ) :
    IntegrableOn (fun w => w * e2 w / (w ^ 2 + ξ ^ 2)) (Ioi 0) := by
  have hm : Measurable (fun w : ℝ => (w ^ 2 + ξ ^ 2)⁻¹) := by fun_prop
  refine Integrable.mono' (hint.norm.div_const (ξ ^ 2)) ?_ (ae_of_all _ fun w => ?_)
  · simp only [div_eq_mul_inv]
    exact hint.aestronglyMeasurable.mul hm.aestronglyMeasurable
  · change ‖w * e2 w / (w ^ 2 + ξ ^ 2)‖ ≤ ‖w * e2 w‖ / ξ ^ 2
    rw [norm_div, Real.norm_of_nonneg (by positivity : 0 ≤ w ^ 2 + ξ ^ 2)]
    exact div_le_div_of_nonneg_left (norm_nonneg _) (by positivity)
      (by linarith [sq_nonneg w])

/-- If the first moment of the loss spectrum is finite, `ξ² (ε(iξ) - 1)` tends to the squared plasma
frequency as `ξ → ∞`. -/
theorem tendsto_plasmaSq {e2 : ℝ → ℝ} (hint : IntegrableOn (fun w => w * e2 w) (Ioi 0)) :
    Tendsto (fun ξ => ξ ^ 2 * (epsIm e2 ξ - 1)) atTop (𝓝 (plasmaSq e2)) := by
  have key : Tendsto (fun ξ : ℝ => ∫ w in Ioi (0 : ℝ), ξ ^ 2 * (w * e2 w / (w ^ 2 + ξ ^ 2)))
      atTop (𝓝 (∫ w in Ioi (0 : ℝ), w * e2 w)) := by
    refine tendsto_integral_filter_of_dominated_convergence (fun w => ‖w * e2 w‖) ?_ ?_
      hint.norm (ae_of_all _ fun w => ?_)
    · filter_upwards [eventually_gt_atTop 0] with ξ hξ
      exact ((kernel_integrable hint hξ).const_mul (ξ ^ 2)).aestronglyMeasurable
    · -- the weight ξ² / (w² + ξ²) never exceeds one
      filter_upwards [eventually_gt_atTop 0] with ξ hξ
      refine ae_of_all _ fun w => ?_
      rw [norm_mul, norm_div, Real.norm_of_nonneg (by positivity : 0 ≤ w ^ 2 + ξ ^ 2),
        Real.norm_of_nonneg (by positivity : 0 ≤ ξ ^ 2), ← mul_div_assoc,
        div_le_iff₀ (by positivity)]
      nlinarith [mul_nonneg (norm_nonneg (w * e2 w)) (sq_nonneg w)]
    · -- at fixed w the weight tends to one
      have h1 : Tendsto (fun ξ : ℝ => w ^ 2 + ξ ^ 2) atTop atTop :=
        tendsto_atTop_add_const_left _ (w ^ 2) (tendsto_pow_atTop two_ne_zero)
      have h2 : Tendsto (fun ξ : ℝ => w * e2 w - w * e2 w * w ^ 2 / (w ^ 2 + ξ ^ 2))
          atTop (𝓝 (w * e2 w - 0)) :=
        tendsto_const_nhds.sub (tendsto_const_nhds.div_atTop h1)
      rw [sub_zero] at h2
      refine h2.congr' ?_
      filter_upwards [eventually_gt_atTop 0] with ξ hξ
      have hne : w ^ 2 + ξ ^ 2 ≠ 0 := by positivity
      rw [sub_eq_iff_eq_add, ← mul_div_assoc, ← add_div, eq_div_iff hne]
      ring
  refine (key.const_mul (2 / Real.pi)).congr fun ξ => ?_
  rw [integral_const_mul]
  unfold epsIm
  ring

/-- For a non-negative loss spectrum with finite first moment, the dielectric function on the
imaginary axis is given by a convergent integral, is nonincreasing, lies between `1` and
`1 + ωp²/ξ²`, and satisfies `ξ² (ε(iξ) - 1) → ωp²`. -/
theorem epsIm_main {e2 : ℝ → ℝ} (he : ∀ w, 0 < w → 0 ≤ e2 w)
    (hint : IntegrableOn (fun w => w * e2 w) (Ioi 0)) :
    (∀ ξ, 0 < ξ → IntegrableOn (fun w => w * e2 w / (w ^ 2 + ξ ^ 2)) (Ioi 0)) ∧
    AntitoneOn (epsIm e2) (Ioi 0) ∧
    (∀ ξ, 0 < ξ → 1 ≤ epsIm e2 ξ ∧ epsIm e2 ξ ≤ 1 + plasmaSq e2 / ξ ^ 2) ∧
    Tendsto (fun ξ => ξ ^ 2 * (epsIm e2 ξ - 1)) atTop (𝓝 (plasmaSq e2)) := by
  have hp : 0 ≤ 2 / Real.pi := by positivity
  have hg : ∀ w ∈ Ioi (0 : ℝ), 0 ≤ w * e2 w := fun w hw => mul_nonneg (le_of_lt hw) (he w hw)
  refine ⟨fun ξ hξ => kernel_integrable hint hξ, ?_, fun ξ hξ => ⟨?_, ?_⟩,
    tendsto_plasmaSq hint⟩
  · intro ξ hξ η hη h
    have hξ' : 0 < ξ := hξ
    have hm := setIntegral_mono_on (kernel_integrable hint hη) (kernel_integrable hint hξ)
      measurableSet_Ioi (fun w hw => div_le_div_of_nonneg_left (hg w hw)
        (by positivity : 0 < w ^ 2 + ξ ^ 2) (by nlinarith : w ^ 2 + ξ ^ 2 ≤ w ^ 2 + η ^ 2))
    unfold epsIm
    linarith [mul_le_mul_of_nonneg_left hm hp]
  · have h0 : 0 ≤ ∫ w in Ioi (0 : ℝ), w * e2 w / (w ^ 2 + ξ ^ 2) :=
      setIntegral_nonneg measurableSet_Ioi fun w hw => div_nonneg (hg w hw) (by positivity)
    unfold epsIm
    linarith [mul_nonneg hp h0]
  · -- drop w² from the denominator
    have hm := setIntegral_mono_on (kernel_integrable hint hξ) (hint.div_const (ξ ^ 2))
      measurableSet_Ioi (fun w hw => div_le_div_of_nonneg_left (hg w hw)
        (by positivity : 0 < ξ ^ 2) (by linarith [sq_nonneg w] : ξ ^ 2 ≤ w ^ 2 + ξ ^ 2))
    rw [integral_div] at hm
    unfold epsIm plasmaSq
    rw [mul_div_assoc]
    linarith [mul_le_mul_of_nonneg_left hm hp]

/-- For a non-negative loss spectrum with finite first moment and positive squared plasma frequency,
the dielectric function is strictly decreasing along the positive imaginary axis. -/
theorem epsIm_strictAnti {e2 : ℝ → ℝ} (he : ∀ w, 0 < w → 0 ≤ e2 w)
    (hint : IntegrableOn (fun w => w * e2 w) (Ioi 0)) (hpl : 0 < plasmaSq e2) :
    StrictAntiOn (epsIm e2) (Ioi 0) := by
  intro ξ hξ η hη h
  have hξ' : 0 < ξ := hξ
  refine lt_of_le_of_ne ((epsIm_main he hint).2.1 hξ hη h.le) fun heq => ?_
  have hlt : ∀ w : ℝ, w ^ 2 + ξ ^ 2 < w ^ 2 + η ^ 2 := fun w => by nlinarith
  have hpi : 2 / Real.pi ≠ 0 := by positivity
  unfold epsIm at heq
  have hI := mul_left_cancel₀ hpi (add_left_cancel heq)
  have hd : ∫ w in Ioi (0 : ℝ),
      (w * e2 w / (w ^ 2 + ξ ^ 2) - w * e2 w / (w ^ 2 + η ^ 2)) = 0 := by
    rw [integral_sub (kernel_integrable hint hξ) (kernel_integrable hint hη), hI, sub_self]
  -- a non-negative integrand with zero integral vanishes almost everywhere
  have hnn : 0 ≤ᵐ[volume.restrict (Ioi (0 : ℝ))] fun w =>
      w * e2 w / (w ^ 2 + ξ ^ 2) - w * e2 w / (w ^ 2 + η ^ 2) := by
    filter_upwards [ae_restrict_mem measurableSet_Ioi] with w hw
    exact sub_nonneg.mpr (div_le_div_of_nonneg_left (mul_nonneg (le_of_lt hw) (he w hw))
      (by positivity) (hlt w).le)
  have hae := (integral_eq_zero_iff_of_nonneg_ae hnn
    ((kernel_integrable hint hξ).sub (kernel_integrable hint hη))).mp hd
  have hz : ∫ w in Ioi (0 : ℝ), w * e2 w = 0 := by
    refine integral_eq_zero_of_ae ?_
    filter_upwards [hae] with w hw
    have hA : 0 < w ^ 2 + ξ ^ 2 := by positivity
    have hB := hA.trans (hlt w)
    have hw' : w * e2 w / (w ^ 2 + ξ ^ 2) = w * e2 w / (w ^ 2 + η ^ 2) := sub_eq_zero.mp hw
    rw [div_eq_div_iff hA.ne' hB.ne'] at hw'
    have hmul : w * e2 w * ((w ^ 2 + η ^ 2) - (w ^ 2 + ξ ^ 2)) = 0 := by
      linear_combination hw'
    exact (mul_eq_zero.mp hmul).resolve_right (sub_pos.mpr (hlt w)).ne'
  unfold plasmaSq at hpl
  rw [hz, mul_zero] at hpl
  exact lt_irrefl _ hpl

/-- If the first moment of the loss spectrum is finite, any constant `C` for which `ε(iξ) ≤ 1 +
C/ξ²` at all `ξ > 0` is at least the squared plasma frequency. -/
theorem plasmaSq_le_of_bound {e2 : ℝ → ℝ} (hint : IntegrableOn (fun w => w * e2 w) (Ioi 0))
    {C : ℝ} (hC : ∀ ξ, 0 < ξ → epsIm e2 ξ ≤ 1 + C / ξ ^ 2) : plasmaSq e2 ≤ C := by
  refine le_of_tendsto (tendsto_plasmaSq hint) ?_
  filter_upwards [eventually_gt_atTop 0] with ξ hξ
  have h : epsIm e2 ξ - 1 ≤ C / ξ ^ 2 := by linarith [hC ξ hξ]
  rw [le_div_iff₀ (by positivity)] at h
  linarith

/-- Integrals against a flat absorption band reduce to integrals up to its cutoff. -/
theorem integral_bandLoss (c : ℝ) {a : ℝ} (ha : 0 < a) (k : ℝ → ℝ) :
    ∫ w in Ioi (0 : ℝ), bandLoss c a w * k w = c * ∫ w in (0 : ℝ)..a, k w := by
  have h : (fun w => bandLoss c a w * k w) = (Iic a).indicator (fun w => c * k w) := by
    ext w
    by_cases hw : w ≤ a <;> simp [bandLoss, hw]
  rw [h, setIntegral_indicator measurableSet_Iic, Ioi_inter_Iic, integral_const_mul,
    intervalIntegral.integral_of_le ha.le]

/-- A flat absorption band of height `c > 0` and cutoff `a > 0` has non-negative loss, a finite
first moment, and squared plasma frequency `c a² / π`. -/
theorem bandLoss_witness {c a : ℝ} (hc : 0 < c) (ha : 0 < a) :
    (∀ w, 0 < w → 0 ≤ bandLoss c a w) ∧
    IntegrableOn (fun w => w * bandLoss c a w) (Ioi 0) ∧
    plasmaSq (bandLoss c a) = c * a ^ 2 / Real.pi := by
  refine ⟨fun w _ => indicator_nonneg (fun _ _ => hc.le) w, ?_, ?_⟩
  · have h : (fun w => w * bandLoss c a w) = (Iic a).indicator (fun w => w * c) := by
      ext w
      by_cases hw : w ≤ a <;> simp [bandLoss, hw]
    have hcont : Continuous (fun w : ℝ => w * c) := by fun_prop
    rw [h, IntegrableOn, integrable_indicator_iff measurableSet_Iic, IntegrableOn,
      Measure.restrict_restrict measurableSet_Iic, inter_comm, Ioi_inter_Iic]
    exact hcont.integrableOn_Ioc
  · have h := integral_bandLoss c ha (fun w => w)
    rw [integral_id] at h
    unfold plasmaSq
    simp_rw [mul_comm _ (bandLoss c a _)]
    rw [h]
    ring

/-- For a flat band of height `c` and cutoff `a > 0`, the dielectric function at imaginary frequency
`iξ` with `ξ > 0` is `1 + (c/π) ln(1 + a²/ξ²)`. -/
theorem epsIm_bandLoss (c : ℝ) {a ξ : ℝ} (ha : 0 < a) (hξ : 0 < ξ) :
    epsIm (bandLoss c a) ξ = 1 + c / Real.pi * Real.log (1 + a ^ 2 / ξ ^ 2) := by
  have hne : ξ ^ 2 ≠ 0 := by positivity
  have hD : ∀ w : ℝ, w ^ 2 + ξ ^ 2 ≠ 0 := fun w => by positivity
  have hder : ∀ w : ℝ, HasDerivAt (fun x : ℝ => Real.log (x ^ 2 + ξ ^ 2) / 2)
      (w / (w ^ 2 + ξ ^ 2)) w := fun w => by
    have h2 : HasDerivAt (fun x : ℝ => x ^ 2) (2 * w) w := by simpa using hasDerivAt_pow 2 w
    exact (((h2.add_const (ξ ^ 2)).log (hD w)).div_const 2).congr_deriv (by ring)
  have hcont : Continuous (fun w : ℝ => w / (w ^ 2 + ξ ^ 2)) :=
    continuous_id.div (by fun_prop) hD
  have hI := intervalIntegral.integral_eq_sub_of_hasDerivAt (fun w _ => hder w)
    (hcont.intervalIntegrable 0 a)
  have hlog : Real.log (1 + a ^ 2 / ξ ^ 2) = Real.log (a ^ 2 + ξ ^ 2) - Real.log (ξ ^ 2) := by
    rw [← Real.log_div (hD a) hne, add_div, div_self hne, add_comm]
  have hk : ∀ w, w * bandLoss c a w / (w ^ 2 + ξ ^ 2)
      = bandLoss c a w * (w / (w ^ 2 + ξ ^ 2)) := fun w => by ring
  unfold epsIm
  simp_rw [hk]
  rw [integral_bandLoss c ha (fun w => w / (w ^ 2 + ξ ^ 2)), hI, hlog,
    zero_pow two_ne_zero, zero_add]
  ring

end

end ImaginaryAxisDielectric
```

```lean
#print axioms ImaginaryAxisDielectric.epsIm_main
-- 'ImaginaryAxisDielectric.epsIm_main' depends on axioms: [propext, Classical.choice, Quot.sound]
#print axioms ImaginaryAxisDielectric.epsIm_strictAnti
-- 'ImaginaryAxisDielectric.epsIm_strictAnti' depends on axioms: [propext, Classical.choice, Quot.sound]
#print axioms ImaginaryAxisDielectric.plasmaSq_le_of_bound
-- 'ImaginaryAxisDielectric.plasmaSq_le_of_bound' depends on axioms: [propext, Classical.choice, Quot.sound]
#print axioms ImaginaryAxisDielectric.epsIm_bandLoss
-- 'ImaginaryAxisDielectric.epsIm_bandLoss' depends on axioms: [propext, Classical.choice, Quot.sound]
```

### How the Lean proofs follow the estimates

`kernel_integrable` is the first comparison. `Integrable.mono'` asks for an integrable bound, here \(|g|/\xi^2\), and for measurability of the integrand. Absolute values replace the sign assumption, so this lemma does not need `he`.

`tendsto_plasmaSq` does not need it either. It applies `tendsto_integral_filter_of_dominated_convergence` with the bound `‖w * e2 w‖`. One branch shows that the weight is at most one; another writes the integrand as \(g-g\,w^2/(w^2+\xi^2)\) and lets the second term vanish. The prefactor \(2/\pi\) is restored at the end.

`epsIm_main` assembles the result. `setIntegral_mono_on` turns a pointwise inequality into one between integrals and is used twice, for monotonicity and for the upper bound; `setIntegral_nonneg` gives the lower bound.

`epsIm_strictAnti` assumes that two values at \(\xi<\eta\) coincide. The difference of the integrands then has zero integral, and `integral_eq_zero_iff_of_nonneg_ae` makes it vanish almost everywhere. Clearing denominators leaves \(g(w)(\eta^2-\xi^2)=0\), so \(g=0\) almost everywhere, which contradicts \(\omega_p^2>0\). `plasmaSq_le_of_bound` passes the inequality with \(C\) to the limit by `le_of_tendsto`.

For the band, `integral_bandLoss` reduces the half-line integral to one over \([0,a]\). `bandLoss_witness` uses it to find \(\omega_p^2\) and also verifies both hypotheses for \(c>0\), so the main theorem applies to a spectrum with actual absorption. `epsIm_bandLoss` differentiates \(\tfrac12\ln(x^2+\xi^2)\) and applies the fundamental theorem of calculus through `integral_eq_sub_of_hasDerivAt`.

### Tabulated spectra in a Lifshitz calculation

At temperature \(T\), a Lifshitz calculation with a local, isotropic dielectric function needs \(\varepsilon(i\xi_n)\) at the Matsubara frequencies \(\xi_n=2\pi n k_BT/\hbar\). The theorem covers \(n\ge1\); the static term \(n=0\) lies outside it, and for a conductor, whose \(\varepsilon\) diverges there, it needs separate treatment. With a table of frequencies \(w_j>0\) and quadrature weights \(q_j\ge0\), the code evaluates

\[
\varepsilon(i\xi_n)\approx 1+\frac{2}{\pi}\sum_j q_j\,\frac{w_j\,\varepsilon_2(w_j)}{w_j^2+\xi_n^2}.
\]

The comparison of integrands carries over term by term to this finite sum, with \(\omega_p^2\) replaced by \((2/\pi)\sum_j q_j w_j\varepsilon_2(w_j)\). If the output rises with \(n\) or falls below 1 by more than rounding error, the table contains negative absorption or the code has a mistake. A table that stops too early passes this test, but its first moment is then too small.

### Gain and slow tails

Without \(\varepsilon_2\ge0\), the bounds and the monotonicity can fail. Take the band with \(c=-1\) and \(a=1\), which has gain at every frequency up to the cutoff. This is a mathematical counter-example and not a real material, for which the f-sum rule makes \(\omega_p^2\) positive. The closed formula, which holds for either sign of \(c\), gives \(\varepsilon(i\xi)=1-\frac1\pi\ln(1+1/\xi^2)\). This is below 1 and increases with \(\xi\). The high-frequency limit survives, with the negative value \(\omega_p^2=-1/\pi\).

Without the finite first moment, the limit can fail. Take \(\varepsilon_2(w)=1/w\), a conductivity that stays constant up to arbitrarily high frequency; this is an idealisation that violates the f-sum rule. The Kramers-Kronig integral still converges, and \(\varepsilon(i\xi)=1+1/\xi\). But \(\xi^2(\varepsilon(i\xi)-1)=\xi\) grows without bound, so no finite \(\omega_p^2\) can serve in the upper bound or as the limit.
